# In a two-orbital bond model with unit electron charge, the field derivative of the two-electron energy is minus the bond length times the polarity

The bond is a real two-level system of two orthonormal hybrids, with energies `-V3` on the anion and `V3` on the cation and coupling `-V2`, where `V2 > 0` is the covalent energy and `V3` the polar energy. In units where the electron's charge has magnitude one, a field `F` along the bond of length `d`, positive from anion to cation, shifts the polar energy to `V3 + F * d / 2`. The bond's energy is twice the lowest eigenvalue of this 2×2 Hamiltonian, that of two electrons in the lowest level with no interaction between them. `hasDerivAt_bondEnergy` states that this energy has derivative `-(d * polarity V2 (V3 + F * d / 2))` with respect to `F`, where the polarity is the shifted polar energy divided by the root of the sum of its square and `V2 ^ 2`. The attempt writes the energy as `-2` times `halfGap` at the shifted polar energy, and differentiates that by the chain rule.

As first written in Lean, the proof fails:

```lean
import Mathlib

open Matrix

namespace BondOrbitalModel

noncomputable section

/-- Hamiltonian of one bond in the basis (anion hybrid, cation hybrid), with covalent
energy `V2` and polar energy `V3`. -/
def bondH (V2 V3 : ℝ) : Matrix (Fin 2) (Fin 2) ℝ := !![-V3, -V2; -V2, V3]

/-- The energy levels of the bond: the eigenvalues of its Hamiltonian. -/
def levels (V2 V3 : ℝ) : Set ℝ :=
  {E | ∃ c : Fin 2 → ℝ, c ≠ 0 ∧ bondH V2 V3 *ᵥ c = E • c}

/-- The lowest energy level of the bond, as the infimum of its levels. -/
def lowestLevel (V2 V3 : ℝ) : ℝ := sInf (levels V2 V3)

/-- The energy `sqrt (V2 ^ 2 + V3 ^ 2)`. -/
def halfGap (V2 V3 : ℝ) : ℝ := √(V2 ^ 2 + V3 ^ 2)

/-- The polarity of the bond, for `V2` and `V3` not both zero. -/
def polarity (V2 V3 : ℝ) : ℝ := V3 / halfGap V2 V3

/-- Energy of two electrons in the lowest level when a field `F` along a bond of
length `d` shifts the polar energy to `V3 + F * d / 2`. -/
def bondEnergy (V2 V3 d F : ℝ) : ℝ := 2 * lowestLevel V2 (V3 + F * d / 2)

/-- For positive covalent energy, `halfGap` is positive. -/
lemma halfGap_pos {V2 : ℝ} (hV : 0 < V2) (V3 : ℝ) : 0 < halfGap V2 V3 :=
  Real.sqrt_pos.mpr (by positivity)

/-- The square of `halfGap` is the sum of the squared covalent and polar energies. -/
lemma halfGap_sq (V2 V3 : ℝ) : halfGap V2 V3 ^ 2 = V2 ^ 2 + V3 ^ 2 :=
  Real.sq_sqrt (by positivity)

/-- The eigenvalue equation of the bond written out as two secular equations. -/
theorem secular_equations (V2 V3 E : ℝ) (c : Fin 2 → ℝ) :
    bondH V2 V3 *ᵥ c = E • c ↔
      -V3 * c 0 + -V2 * c 1 = E * c 0 ∧ -V2 * c 0 + V3 * c 1 = E * c 1 := by
  simp [funext_iff, Fin.forall_fin_two, bondH, dotProduct, Fin.sum_univ_two]

/-- The lowest level of the bond is `-sqrt (V2 ^ 2 + V3 ^ 2)`. -/
theorem isLeast_levels {V2 : ℝ} (hV : 0 < V2) (V3 : ℝ) :
    IsLeast (levels V2 V3) (-√(V2 ^ 2 + V3 ^ 2)) := by
  change IsLeast (levels V2 V3) (-halfGap V2 V3)
  have hW := halfGap_pos hV V3
  have hsq := halfGap_sq V2 V3
  constructor
  · -- an explicit eigenvector
    refine ⟨![V2, halfGap V2 V3 - V3], fun h => hV.ne' (congrFun h 0), ?_⟩
    rw [secular_equations]
    refine ⟨?_, ?_⟩
    · show -V3 * V2 + -V2 * (halfGap V2 V3 - V3) = -halfGap V2 V3 * V2
      ring
    · show -V2 * V2 + V3 * (halfGap V2 V3 - V3)
        = -halfGap V2 V3 * (halfGap V2 V3 - V3)
      linear_combination hsq
  · rintro E ⟨c, hc, hE⟩
    obtain ⟨h0, h1⟩ := (secular_equations V2 V3 E c).mp hE
    -- every level squares to V2 ^ 2 + V3 ^ 2
    have hEsq : E ^ 2 - (V2 ^ 2 + V3 ^ 2) = 0 := by
      by_contra hne
      have k0 : (E ^ 2 - (V2 ^ 2 + V3 ^ 2)) * c 0 = 0 := by
        linear_combination (V3 - E) * h0 + V2 * h1
      have k1 : (E ^ 2 - (V2 ^ 2 + V3 ^ 2)) * c 1 = 0 := by
        linear_combination V2 * h0 + (-E - V3) * h1
      have z0 : c 0 = 0 := (mul_eq_zero.mp k0).resolve_left hne
      have z1 : c 1 = 0 := (mul_eq_zero.mp k1).resolve_left hne
      exact hc (funext (Fin.forall_fin_two.mpr ⟨z0, z1⟩))
    by_contra hlt
    have hlt' : E < -halfGap V2 V3 := not_le.mp hlt
    nlinarith [mul_pos_of_neg_of_neg (show E + halfGap V2 V3 < 0 by linarith)
      (show E - halfGap V2 V3 < 0 by linarith)]

/-- The infimum of the levels is minus `halfGap`. -/
lemma lowestLevel_eq {V2 : ℝ} (hV : 0 < V2) (V3 : ℝ) :
    lowestLevel V2 V3 = -halfGap V2 V3 :=
  (isLeast_levels hV V3).csInf_eq

/-- The derivative of `halfGap` with respect to the polar energy is the polarity. -/
lemma hasDerivAt_halfGap {V2 : ℝ} (hV : 0 < V2) (V3 : ℝ) :
    HasDerivAt (fun x => halfGap V2 x) (polarity V2 V3) V3 := by
  have h : HasDerivAt (fun x : ℝ => V2 ^ 2 + x ^ 2) (2 * V3) V3 := by
    simpa using (hasDerivAt_pow 2 V3).const_add (V2 ^ 2)
  have hne : V2 ^ 2 + V3 ^ 2 ≠ 0 := by positivity
  exact (h.sqrt hne).congr_deriv (mul_div_mul_left _ _ two_ne_zero)

/-- Chain rule for a function of the polar energy shifted by the field. -/
lemma hasDerivAt_field (f : ℝ → ℝ) {f' V3 d F : ℝ}
    (hf : HasDerivAt f f' (V3 + F * d / 2)) :
    HasDerivAt (fun F => f (V3 + F * d / 2)) (f' * (d / 2)) F := by
  have hg : HasDerivAt (fun F : ℝ => V3 + F * d / 2) (d / 2) F := by
    simpa using (((hasDerivAt_id' F).mul_const d).div_const 2).const_add V3
  have k : HasDerivAt (f ∘ fun F : ℝ => V3 + F * d / 2) (f' * (d / 2)) F :=
    HasDerivAt.comp F hf hg
  exact k

/-- The field derivative of the two-electron energy is minus the bond length times the
polarity in the field. -/
theorem hasDerivAt_bondEnergy {V2 : ℝ} (hV : 0 < V2) (V3 d F : ℝ) :
    HasDerivAt (bondEnergy V2 V3 d) (-(d * polarity V2 (V3 + F * d / 2))) F := by
  have e : bondEnergy V2 V3 d = fun F => -2 * halfGap V2 (V3 + F * d / 2) := by
    funext F
    simp only [bondEnergy]
    rw [lowestLevel_eq hV]
    ring
  have h : HasDerivAt (fun F => halfGap V2 (V3 + F * d / 2))
      (polarity V2 (V3 + F * d / 2) * (d / 2)) F :=
    (hasDerivAt_halfGap hV (V3 + F * d / 2)).comp F (hasDerivAt_field V3 d F)
  rw [e]
  exact (h.const_mul (-2)).congr_deriv (by ring)

end

end BondOrbitalModel
```

The error:

```
Main.lean:111:70: error: Application type mismatch: The argument
  V3
has type
  ℝ
but is expected to have type
  ℝ → ℝ
in the application
  @hasDerivAt_field V3
Main.lean:111:4: error: Application type mismatch: The argument
  hasDerivAt_halfGap hV (V3 + F * d / 2)
has type
  HasDerivAt (fun x => halfGap V2 x) (polarity V2 (V3 + F * d / 2)) (V3 + F * d / 2)
but is expected to have type
  HasDerivAt Real.sqrt (polarity V2 (V3 + F * d / 2)) (V2 ^ 2 + (V3 + F * d / 2) ^ 2)
in the application
  HasDerivAt.comp F (hasDerivAt_halfGap hV (V3 + F * d / 2))
```

The repair, with which the file compiles:

```diff
@@ -109,5 +109,5 @@
   have h : HasDerivAt (fun F => halfGap V2 (V3 + F * d / 2))
       (polarity V2 (V3 + F * d / 2) * (d / 2)) F :=
-    (hasDerivAt_halfGap hV (V3 + F * d / 2)).comp F (hasDerivAt_field V3 d F)
+    hasDerivAt_field (halfGap V2) (hasDerivAt_halfGap hV (V3 + F * d / 2))
   rw [e]
   exact (h.const_mul (-2)).congr_deriv (by ring)
```

Cause. The first message says that `hasDerivAt_field` was given the number `V3` where it expects a function. The attempt uses it as the derivative of the inner map `F ↦ V3 + F * d / 2`, but it is the whole chain rule for a function `f` of the shifted polar energy: it takes `f` and the derivative of `f`, and `V3`, `d` and `F` are implicit.

The second message concerns `HasDerivAt.comp`, which has to read the goal's function as a composition. Lean saw through the definition of `halfGap` and took `Real.sqrt` as the outer function, with `V2 ^ 2 + (V3 + F * d / 2) ^ 2` as the point. It therefore expected a derivative of `Real.sqrt` there, and the derivative of `halfGap V2` did not fit.

The repair drops this `comp` and applies `hasDerivAt_field` to `halfGap V2` and its derivative. The first argument is now a function, which cures the first error. It also names the outer function, so Lean no longer has to find a composition, which cures the second. The lemma's conclusion is then the statement of `h`.
